# Away from the origin, the \(l\)-th \(z\)-derivative of \(1/r\) is \((-1)^l\, l!\, P_l(z/r)/r^{l+1}\)

## Where do the derivatives of \(P_l\) go?

For \(r=\sqrt{x^2+y^2+z^2}>0\) and every \(l\ge 0\), I have read that

\[
\frac{\partial^l}{\partial z^l}\frac1r=(-1)^l\,l!\,\frac{P_l(z/r)}{r^{l+1}},
\]

with \(P_l\) the Legendre polynomials. I can check \(l=1\) and \(l=2\). But each further derivative also acts on \(P_l(z/r)\) and produces \(P_l'\), which is absent from the result. Is there a way to get all orders without identities for \(P_l'\), and does it still work on the \(z\)-axis?

## A three-term relation between potentials replaces them

Yes to both. The potential of a unit point charge at the origin, in Gaussian units, is \(1/r\), and its \(z\)-derivatives are, up to constant factors, the axial multipole potentials \(P_l(z/r)/r^{l+1}\). Write \(M_l\) for the right-hand side above, and define the polynomials by \(P_0=1\), \(P_1=u\) and

\[
(n+2)P_{n+2}=(2n+3)\,u\,P_{n+1}-(n+1)P_n .
\]

Set \(u=z/r\) and multiply by \((-1)^n(n+1)!/r^{n+1}\). The three terms become \(r^2M_{n+2}\), \(-(2n+3)zM_{n+1}\) and \(-(n+1)^2M_n\), so

\[
r^2M_{n+2}+(2n+3)zM_{n+1}+(n+1)^2M_n=0. \tag{1}
\]

The claim is now \(\partial_zM_l=M_{l+1}\). For \(l=0\), \(\partial_z(1/r)=-z/r^3=M_1\). For \(l=1\), differentiate \(r^2M_1=-zM_0\):

\[
r^2\,\partial_zM_1=-3zM_1-M_0=r^2M_2,
\]

by (1) with \(n=0\). For the general step, assume the claim for \(n\) and \(n+1\). By (1), \(M_{n+2}\) is a differentiable function divided by \(r^2\), hence differentiable. Differentiating (1) and collecting terms gives

\[
r^2\,\partial_zM_{n+2}+(2n+5)zM_{n+2}+(n+2)^2M_{n+1}=0,
\]

because \((n+1)^2+(2n+3)=(n+2)^2\). Relation (1) with \(n+1\) in place of \(n\) has \(M_{n+3}\) where this has \(\partial_zM_{n+2}\), so the two are equal. Only \(r>0\) was used, so points on the axis with \(z\neq0\) are included.

Now let \(n\) denote a unit vector instead of an index. For a point \(v\ne0\), put \(a=\langle n,v\rangle\) and \(s^2=\|v\|^2-a^2\), which is non-negative by Cauchy–Schwarz. Then \(\|v+tn\|^2=s^2+(t+a)^2\), so the derivative along \(n\) is a shifted \(z\)-derivative, and \(z/r\) becomes \(\cos\theta=a/\|v\|\).

In the Lean file, `legendre` is the recursion as a real function, `radius` is \(r\), and `axialMultipole` is \(M_l\). In `iteratedDeriv_inv_radius`, `iteratedDeriv l` acts on the Coulomb potential itself with \(x,y\) fixed, and `hr` says that the point is not the origin. `iteratedDeriv_inv_norm` holds in any real inner product space, though \(1/\|v\|\) solves Laplace's equation away from the origin only in three dimensions.

```lean
import Mathlib

open Filter Topology

namespace MaxwellAxialMultipoles

noncomputable section

/-- The Legendre polynomials as functions of `u`, built from `P_0 = 1`, `P_1 = u` and
`(n+2) P_(n+2) = (2n+3) u P_(n+1) - (n+1) P_n`. -/
def legendre : ℕ → ℝ → ℝ
  | 0, _ => 1
  | 1, u => u
  | n + 2, u => ((2 * (n : ℝ) + 3) * u * legendre (n + 1) u - ((n : ℝ) + 1) * legendre n u)
      / ((n : ℝ) + 2)

/-- The distance `r` of the point `(x, y, z)` from the origin. -/
def radius (x y z : ℝ) : ℝ := √(x ^ 2 + y ^ 2 + z ^ 2)

/-- The axial multipole potential `(-1)^l l! P_l(z/r) / r^(l+1)`, meant for `r > 0`. -/
def axialMultipole (l : ℕ) (x y z : ℝ) : ℝ :=
  (-1) ^ l * (l.factorial : ℝ) * legendre l (z / radius x y z) / radius x y z ^ (l + 1)

/-- The three-term recursion of the Legendre polynomials, free of denominators. -/
theorem legendre_rec (n : ℕ) (u : ℝ) :
    ((n : ℝ) + 2) * legendre (n + 2) u
      = (2 * (n : ℝ) + 3) * u * legendre (n + 1) u - ((n : ℝ) + 1) * legendre n u := by
  have h : (n : ℝ) + 2 ≠ 0 := by positivity
  rw [legendre]
  exact mul_div_cancel₀ _ h

/-- The square of the distance is `x² + y² + z²`. -/
theorem radius_sq (x y z : ℝ) : radius x y z ^ 2 = x ^ 2 + y ^ 2 + z ^ 2 :=
  Real.sq_sqrt (by positivity)

/-- Away from the origin, three successive axial multipole potentials obey
`r² M_(n+2) + (2n+3) z M_(n+1) + (n+1)² M_n = 0`. -/
theorem axialMultipole_rec {x y z : ℝ} (hr : 0 < radius x y z) (n : ℕ) :
    (x ^ 2 + y ^ 2 + z ^ 2) * axialMultipole (n + 2) x y z
      + (2 * (n : ℝ) + 3) * z * axialMultipole (n + 1) x y z
      + ((n : ℝ) + 1) ^ 2 * axialMultipole n x y z = 0 := by
  have hz : z / radius x y z * radius x y z = z := by field_simp
  have hP := legendre_rec n (z / radius x y z)
  rw [← radius_sq]
  simp only [axialMultipole]
  generalize radius x y z = r at *
  generalize z / r = u at *
  -- all three terms carry the same power of the distance
  have h2 : r ^ 2 * (r ^ (n + 2 + 1))⁻¹ = (r ^ (n + 1))⁻¹ := by
    rw [show n + 2 + 1 = (n + 1) + 2 by ring, pow_add r (n + 1) 2]
    field_simp
  have h1 : r * (r ^ (n + 1 + 1))⁻¹ = (r ^ (n + 1))⁻¹ := by
    rw [pow_succ r (n + 1)]
    field_simp
  rw [← hz, Nat.factorial_succ (n + 1), Nat.factorial_succ n]
  push_cast
  simp only [div_eq_mul_inv]
  generalize (r ^ (n + 2 + 1))⁻¹ = q2 at *
  generalize (r ^ (n + 1 + 1))⁻¹ = q1 at *
  generalize (r ^ (n + 1))⁻¹ = q at *
  linear_combination
    ((-1) ^ n * ((n : ℝ) + 2) * ((n : ℝ) + 1) * (n.factorial : ℝ) * legendre (n + 2) u) * h2
    - ((2 * (n : ℝ) + 3) * u * legendre (n + 1) u * (-1) ^ n * ((n : ℝ) + 1)
        * (n.factorial : ℝ)) * h1
    + ((-1) ^ n * ((n : ℝ) + 1) * (n.factorial : ℝ) * q) * hP

/-- If `(c + t²) f(t) = N(t)` wherever `c + t² > 0`, and `N` has derivative `N'` at such a point
`z`, then `f` is differentiable at `z`, and its derivative `d` there is fixed by the product rule
`N' = 2 z f(z) + (c + z²) d`. -/
theorem hasDerivAt_of_mul_eq {f N : ℝ → ℝ} {c z N' d : ℝ} (hc : 0 < c + z ^ 2)
    (h : ∀ t, 0 < c + t ^ 2 → (c + t ^ 2) * f t = N t) (hN : HasDerivAt N N' z)
    (hd : N' = 2 * z * f z + (c + z ^ 2) * d) : HasDerivAt f d z := by
  have hR : HasDerivAt (fun t : ℝ => c + t ^ 2) (2 * z) z := by
    simpa using (hasDerivAt_pow 2 z).const_add c
  have ev : f =ᶠ[𝓝 z] fun t => N t / (c + t ^ 2) := by
    filter_upwards [hR.continuousAt.eventually (lt_mem_nhds hc)] with t ht
    rw [eq_div_iff ht.ne', ← h t ht]
    ring
  refine ((hN.fun_div hR hc.ne').congr_of_eventuallyEq ev).congr_deriv ?_
  rw [← h z hc, hd, div_eq_iff (pow_ne_zero 2 hc.ne')]
  ring

/-- Away from the origin, the `z`-derivative of the axial multipole potential of order `l` is the
one of order `l + 1`. -/
theorem hasDerivAt_axialMultipole {x y z : ℝ} (hr : 0 < radius x y z) :
    ∀ l : ℕ, HasDerivAt (fun t => axialMultipole l x y t) (axialMultipole (l + 1) x y z) z
  | 0 => by
    have hR : 0 < x ^ 2 + y ^ 2 + z ^ 2 := Real.sqrt_pos.mp hr
    have hs : HasDerivAt (fun t : ℝ => x ^ 2 + y ^ 2 + t ^ 2) (2 * z) z := by
      simpa using (hasDerivAt_pow 2 z).const_add (x ^ 2 + y ^ 2)
    have hN : HasDerivAt (fun t => radius x y t) (z / radius x y z) z :=
      (hs.sqrt hR.ne').congr_deriv (mul_div_mul_left _ _ two_ne_zero)
    refine hasDerivAt_of_mul_eq hR (fun t ht => ?_) hN ?_
    · have ht' : 0 < radius x y t := Real.sqrt_pos.mpr ht
      rw [← radius_sq]
      simp only [axialMultipole, legendre, Nat.factorial_zero, Nat.cast_one, pow_zero, zero_add,
        pow_one]
      field_simp
    · have m0 : axialMultipole 0 x y z = 1 / radius x y z := by
        simp [axialMultipole, legendre]
      have m1 : axialMultipole (0 + 1) x y z = -(z / radius x y z) / radius x y z ^ 2 := by
        simp [axialMultipole, legendre]
      have hc : radius x y z ^ 2 * (-(z / radius x y z) / radius x y z ^ 2)
          = -(z / radius x y z) := by
        field_simp
      rw [← radius_sq, m0, m1, hc]
      ring
  | 1 => by
    have hR : 0 < x ^ 2 + y ^ 2 + z ^ 2 := Real.sqrt_pos.mp hr
    have h0 : HasDerivAt (fun t => axialMultipole 0 x y t) (axialMultipole 1 x y z) z :=
      hasDerivAt_axialMultipole hr 0
    have e : (x ^ 2 + y ^ 2 + z ^ 2) * axialMultipole 2 x y z
        + 3 * z * axialMultipole 1 x y z + axialMultipole 0 x y z = 0 := by
      simpa using axialMultipole_rec hr 0
    refine hasDerivAt_of_mul_eq hR (fun t ht => ?_) ((hasDerivAt_id' z).fun_mul h0).fun_neg ?_
    · have ht' : 0 < radius x y t := Real.sqrt_pos.mpr ht
      rw [← radius_sq]
      simp [axialMultipole, legendre]
      field_simp
    · linear_combination -e
  | n + 2 => by
    have hR : 0 < x ^ 2 + y ^ 2 + z ^ 2 := Real.sqrt_pos.mp hr
    have h0 := hasDerivAt_axialMultipole hr n
    have h1 : HasDerivAt (fun t => axialMultipole (n + 1) x y t)
        (axialMultipole (n + 2) x y z) z := hasDerivAt_axialMultipole hr (n + 1)
    have e : (x ^ 2 + y ^ 2 + z ^ 2) * axialMultipole (n + 2 + 1) x y z
        + (2 * ((n : ℝ) + 1) + 3) * z * axialMultipole (n + 2) x y z
        + ((n : ℝ) + 1 + 1) ^ 2 * axialMultipole (n + 1) x y z = 0 := by
      have := axialMultipole_rec hr (n + 1)
      push_cast at this
      exact this
    -- differentiating the three-term relation gives the next one
    refine hasDerivAt_of_mul_eq hR (fun t ht => ?_)
      ((((hasDerivAt_id' z).fun_mul h1).const_mul (2 * (n : ℝ) + 3)).fun_add
        (h0.const_mul (((n : ℝ) + 1) ^ 2))).fun_neg ?_
    · linear_combination axialMultipole_rec (Real.sqrt_pos.mpr ht) n
    · linear_combination -e

/-- Maxwell's axial multipoles: at distance `r > 0` from the origin, the `l`-th `z`-derivative of
`1/r` is `(-1)^l l! P_l(z/r) / r^(l+1)`. -/
theorem iteratedDeriv_inv_radius {x y z : ℝ} (hr : 0 < radius x y z) (l : ℕ) :
    iteratedDeriv l (fun t => 1 / radius x y t) z
      = (-1) ^ l * (l.factorial : ℝ) * legendre l (z / radius x y z)
        / radius x y z ^ (l + 1) := by
  induction l generalizing z with
  | zero => simp [legendre]
  | succ l ih =>
    have hcont : Continuous fun t => radius x y t := by
      unfold radius
      fun_prop
    -- the closed form holds in a whole neighbourhood, so it may be differentiated
    have ev : iteratedDeriv l (fun t => 1 / radius x y t)
        =ᶠ[𝓝 z] fun t => axialMultipole l x y t := by
      filter_upwards [hcont.continuousAt.eventually (lt_mem_nhds hr)] with t ht
      exact ih ht
    rw [iteratedDeriv_succ, ev.deriv_eq]
    exact (hasDerivAt_axialMultipole hr l).deriv

/-- The axial quadrupole: for `r > 0` the second `z`-derivative of `1/r` is
`(3 z² - r²) / r⁵`. -/
theorem axial_quadrupole {x y z : ℝ} (hr : 0 < radius x y z) :
    iteratedDeriv 2 (fun t => 1 / radius x y t) z
      = (3 * z ^ 2 - radius x y z ^ 2) / radius x y z ^ 5 := by
  have hP (u : ℝ) : legendre 2 u = (3 * u ^ 2 - 1) / 2 := by
    have h := legendre_rec 0 u
    simp only [legendre, Nat.cast_zero, zero_add] at h ⊢
    ring
  rw [iteratedDeriv_inv_radius hr, hP, Nat.factorial_two]
  push_cast
  field_simp

/-- Multipoles along any axis: for a unit vector `n` and a point `v ≠ 0` of a real inner product
space, the `l`-th derivative of `1/‖v‖` along `n` is `(-1)^l l! P_l(cos θ) / ‖v‖^(l+1)`, where
`cos θ = ⟨n, v⟩/‖v‖`. -/
theorem iteratedDeriv_inv_norm {E : Type*} [NormedAddCommGroup E] [InnerProductSpace ℝ E]
    {n v : E} (hn : ‖n‖ = 1) (hv : v ≠ 0) (l : ℕ) :
    iteratedDeriv l (fun t : ℝ => 1 / ‖v + t • n‖) 0
      = (-1) ^ l * (l.factorial : ℝ) * legendre l (inner ℝ n v / ‖v‖) / ‖v‖ ^ (l + 1) := by
  -- `s` is the distance of `v` from the axis
  obtain ⟨s, hs⟩ : ∃ s : ℝ, s ^ 2 = ‖v‖ ^ 2 - (inner ℝ n v) ^ 2 := by
    refine ⟨√(‖v‖ ^ 2 - (inner ℝ n v) ^ 2), Real.sq_sqrt ?_⟩
    have h := abs_real_inner_le_norm n v
    rw [hn, one_mul] at h
    have h2 := sq_le_sq' (abs_le.mp h).1 (abs_le.mp h).2
    linarith
  have hrad (t : ℝ) : ‖v + t • n‖ = radius s 0 (t + inner ℝ n v) := by
    have hsq : ‖v + t • n‖ ^ 2 = s ^ 2 + 0 ^ 2 + (t + inner ℝ n v) ^ 2 := by
      rw [norm_add_sq_real, inner_smul_right, norm_smul, hn, mul_one, Real.norm_eq_abs, sq_abs,
        hs, real_inner_comm n v]
      ring
    rw [radius, ← hsq, Real.sqrt_sq (norm_nonneg _)]
  have hv0 : ‖v‖ = radius s 0 (inner ℝ n v) := by simpa using hrad 0
  have hpos : 0 < radius s 0 (inner ℝ n v) := hv0 ▸ norm_pos_iff.mpr hv
  have hshift := congrFun
    (iteratedDeriv_comp_add_const l (fun u => 1 / radius s 0 u) (inner ℝ n v)) 0
  simp only [zero_add] at hshift
  simp only [hrad]
  rw [hshift, hv0]
  exact iteratedDeriv_inv_radius hpos l

end

end MaxwellAxialMultipoles
```

```lean
#print axioms MaxwellAxialMultipoles.hasDerivAt_axialMultipole
#print axioms MaxwellAxialMultipoles.axial_quadrupole
#print axioms MaxwellAxialMultipoles.iteratedDeriv_inv_norm
```

```
'MaxwellAxialMultipoles.hasDerivAt_axialMultipole' depends on axioms: [propext, Classical.choice, Quot.sound]
'MaxwellAxialMultipoles.axial_quadrupole' depends on axioms: [propext, Classical.choice, Quot.sound]
'MaxwellAxialMultipoles.iteratedDeriv_inv_norm' depends on axioms: [propext, Classical.choice, Quot.sound]
```

`axialMultipole_rec` is relation (1): it names the inverse powers of \(r\), and `linear_combination` adds the multiplied Legendre recursion. `hasDerivAt_of_mul_eq` is the division by \(r^2\), which supplies differentiability along with the value. `hasDerivAt_axialMultipole` runs the induction with its two starting cases. In the main theorem, `filter_upwards` extends the closed form to a neighbourhood, since equality at a single point could not be differentiated. `axial_quadrupole` inserts \(P_2=(3u^2-1)/2\) and gets \((3z^2-r^2)/r^5\). The last theorem carries out the split along \(n\) and the shift.

The sign is easily lost. These derivatives move the field point; moving the source along \(+z\) instead removes \((-1)^l\). Thus `axialMultipole 1` is \(-z/r^3\), the potential of a unit dipole pointing along \(-z\).

The same induction, done by hand, works for Gaussians: the Hermite recursion \(H_{n+2}=2tH_{n+1}-2(n+1)H_n\) leads to \(\frac{d^l}{dt^l}e^{-t^2}=(-1)^lH_l(t)\,e^{-t^2}\).

In simulations with point multipoles, the theorem gives the bare Coulomb derivatives along one fixed axis, not mixed derivatives or the screened kernel of an Ewald sum. For a real cluster of charges on the axis, with finite separations, these derivatives supply the terms of a Taylor series in the source positions, which converges when the field point is farther from the origin than every charge; that series is not proved here.
